# Four successive pulses of duration t under the matrix Hamiltonians −B, −A, B and A act, to order t², as evolution under −i(AB − BA) for the time t²

A control or simulation calculation often needs a short evolution under a Hamiltonian K that the available controls A and B do not supply directly. If K = −i(AB − BA), the evolution exp(−isK) for a small time s > 0 can be approximated by four pulses, each of duration t = √s: two under A and B, and two under the sign-reversed controls −A and −B. This approximation rests on the limit

(exp(−itA) exp(−itB) exp(itA) exp(itB) − 1)/t² → −(AB − BA) as t → 0, t ≠ 0.

Here A and B are finite complex square matrices, t is real and ħ = 1. The limit holds whether or not A and B are Hermitian; Hermiticity enters with unitarity.

## Evolutions, pulses and the commutator Hamiltonian

The system has finitely many basis states, labelled by the elements of a type `n`. An operator is a matrix with rows and columns labelled by `n`.

```lean
import Mathlib

open Matrix Filter Topology

namespace GroupCommutatorPulse

noncomputable section

variable {n : Type*} [Fintype n] [DecidableEq n]
```

A constant Hamiltonian H acting for a time t gives

U_H(t) = exp(−itH).

```lean
/-- The evolution `exp(-itH)` generated by the matrix `H` during the real time `t`. -/
def evolve (H : Matrix n n ℂ) (t : ℝ) : Matrix n n ℂ :=
  NormedSpace.exp ((-(Complex.I * (t : ℂ))) • H)
```

`evolve H t` is this exponential, with the real time converted to a complex number. `H` may be any complex matrix, since no Hermiticity is built into the definition.

The pulse sequence is

P(t) = U_A(t) U_B(t) U_A(−t) U_B(−t).

```lean
/-- The four-pulse sequence `exp(-itA) exp(-itB) exp(itA) exp(itB)`. -/
def pulse (A B : Matrix n n ℂ) (t : ℝ) : Matrix n n ℂ :=
  evolve A t * evolve B t * evolve A (-t) * evolve B (-t)
```

Acting on a ket, the rightmost factor comes first: backward B, backward A, forward B, forward A. A negative time stands for running the control with its sign reversed. That the apparatus can do this, with no other term left in the Hamiltonian, is the step from the model to a laboratory that the hypotheses do not supply.

The Hamiltonian to be reached is

K = −i(AB − BA).

```lean
/-- The effective Hamiltonian `-i(AB - BA)` of two controls `A` and `B`. -/
def effH (A B : Matrix n n ℂ) : Matrix n n ℂ :=
  (-Complex.I) • (A * B - B * A)
```

The name "effective Hamiltonian" needs care. In average-Hamiltonian theory it usually belongs to the elapsed time, here 4|t|. In this text K belongs to the parameter t², so it has the dimension of an energy squared when ħ = 1.

## The first-order slope of a single evolution

The exponent can be written as a real time multiplying a fixed generator:

−itH = t(−iH).

```lean
/-- The evolution is the exponential of the real time multiplying the generator `-iH`. -/
lemma evolve_eq (H : Matrix n n ℂ) (t : ℝ) :
    evolve H t = NormedSpace.exp (t • ((-Complex.I) • H)) := by
  have h : (-(Complex.I * (t : ℂ))) • H = t • ((-Complex.I) • H) := by
    ext i j
    simp only [Matrix.smul_apply, smul_eq_mul, Complex.real_smul]
    ring
  rw [evolve, h]
```

From the power series,

U_H(t) = 1 − itH + O(t²),

and therefore, as t → 0,

U_H(t) → 1 and (U_H(t) − 1)/t → −iH.

```lean
/-- As `t` tends to zero, the evolution `exp(-itH)` tends to the identity, and for nonzero `t` the
difference quotient `(exp(-itH) - 1) / t` tends to `-iH`. -/
theorem evolve_short_time (H : Matrix n n ℂ) :
    Tendsto (evolve H) (𝓝 0) (𝓝 1) ∧
    Tendsto (fun t : ℝ => t⁻¹ • (evolve H t - 1)) (𝓝[≠] 0)
      (𝓝 ((-Complex.I) • H)) := by
  -- any matrix norm serves to differentiate the exponential
  let : NormedRing (Matrix n n ℂ) := Matrix.linftyOpNormedRing
  let : NormedAlgebra ℝ (Matrix n n ℂ) := Matrix.linftyOpNormedAlgebra
  have hd := hasDerivAt_exp_smul_const (𝕂 := ℝ) ((-Complex.I) • H) (0 : ℝ)
  have hc := hd.continuousAt.tendsto
  have hs := hd.tendsto_slope_zero
  simp only [zero_smul, NormedSpace.exp_zero] at hc
  simp only [zero_add, zero_smul, NormedSpace.exp_zero, one_mul] at hs
  have he : evolve H = fun t : ℝ => NormedSpace.exp (t • ((-Complex.I) • H)) :=
    funext (evolve_eq H)
  rw [he]
  exact ⟨hc, hs⟩
```

In the statement, `𝓝 0` means that t approaches 0, and `𝓝[≠] 0` means that it does so through nonzero values. Convergence of matrices is entrywise. The proof takes the derivative of exp(t(−iH)) at t = 0 from Mathlib and reads off both limits, one as continuity and the other as the limit of the difference quotient.

The device that makes this possible is the pair of `let` lines. Mathlib's derivative theorem for the exponential requires a normed algebra, but Mathlib gives matrices no default norm, because several are in use. The proof therefore installs one locally, the largest absolute row sum, and uses it only to differentiate. The topology of this norm is the entrywise one, and Lean recognises the two as the same, so the final `exact` returns a statement in which no norm appears. All later limits follow from this one by sums, products and substitutions, without further differentiation.

## An exact identity for the deviation from 1

The matrices −itH and itH commute, so their exponentials combine:

U_H(t) U_H(−t) = exp(−itH + itH) = 1.

```lean
/-- The evolutions under `H` for the times `t` and `-t` multiply to the identity. -/
lemma evolve_mul_neg (H : Matrix n n ℂ) (t : ℝ) : evolve H t * evolve H (-t) = 1 := by
  have hc : Commute ((-(Complex.I * (t : ℂ))) • H)
      ((-(Complex.I * ((-t : ℝ) : ℂ))) • H) :=
    ((Commute.refl H).smul_left _).smul_right _
  rw [evolve, evolve, ← Matrix.exp_add_of_commute _ _ hc, ← add_smul]
  simp
```

Write U = U_A(t) and V = U_B(t), so that U_A(−t) = U⁻¹ and U_B(−t) = V⁻¹. Since VU U⁻¹V⁻¹ = 1,

P(t) − 1 = UVU⁻¹V⁻¹ − VUU⁻¹V⁻¹ = (UV − VU) U⁻¹V⁻¹.

Subtracting the identity from U and from V leaves their commutator unchanged:

UV − VU = (U − 1)(V − 1) − (V − 1)(U − 1).

Together,

P(t) − 1 = [(U − 1)(V − 1) − (V − 1)(U − 1)] U⁻¹V⁻¹.

```lean
/-- The deviation of the pulse sequence from the identity is exactly the commutator of the
deviations of the two forward evolutions, multiplied on the right by the two backward evolutions. -/
theorem pulse_sub_one (A B : Matrix n n ℂ) (t : ℝ) :
    pulse A B t - 1 =
      ((evolve A t - 1) * (evolve B t - 1) - (evolve B t - 1) * (evolve A t - 1)) *
        (evolve A (-t) * evolve B (-t)) := by
  have h : evolve B t * evolve A t * (evolve A (-t) * evolve B (-t)) = 1 := by
    rw [mul_assoc, ← mul_assoc (evolve A t), evolve_mul_neg, one_mul, evolve_mul_neg]
  calc pulse A B t - 1
      = pulse A B t - evolve B t * evolve A t * (evolve A (-t) * evolve B (-t)) := by rw [h]
    _ = _ := by
      unfold pulse
      noncomm_ring
```

This holds at every t, with no expansion. In the Lean proof, `h` is the equation VUU⁻¹V⁻¹ = 1, which replaces the subtracted identity, and `noncomm_ring` checks the remaining algebra without exchanging factors. On a ket the two backward evolutions, which stand on the right, act first.

## The second-order limit from first derivatives

Divide the identity by t² and give one factor 1/t to each deviation:

(P(t) − 1)/t² = [((U − 1)/t)((V − 1)/t) − ((V − 1)/t)((U − 1)/t)] U⁻¹V⁻¹.

The quotients tend to −iA and −iB, and U⁻¹V⁻¹ tends to 1. The limit is therefore

(−iA)(−iB) − (−iB)(−iA) = −(AB − BA).

```lean
/-- As real nonzero `t` tends to zero,
`(exp(-itA) exp(-itB) exp(itA) exp(itB) - 1) / t²` tends to `-(AB - BA)`. -/
theorem pulse_limit (A B : Matrix n n ℂ) :
    Tendsto (fun t : ℝ => (t ^ 2)⁻¹ • (pulse A B t - 1)) (𝓝[≠] 0)
      (𝓝 (-(A * B - B * A))) := by
  have hA := (evolve_short_time A).2
  have hB := (evolve_short_time B).2
  have hn : Tendsto (fun t : ℝ => -t) (𝓝[≠] 0) (𝓝 0) :=
    (continuous_neg.tendsto' (0 : ℝ) 0 neg_zero).mono_left nhdsWithin_le_nhds
  have hU := (evolve_short_time A).1.comp hn
  have hV := (evolve_short_time B).1.comp hn
  -- each factor of the commutator absorbs one power of `1/t`
  have h := ((hA.mul hB).sub (hB.mul hA)).mul (hU.mul hV)
  have hI : (-Complex.I) * (-Complex.I) = -1 := by rw [neg_mul_neg, Complex.I_mul_I]
  have e : (((-Complex.I) • A) * ((-Complex.I) • B) -
      ((-Complex.I) • B) * ((-Complex.I) • A)) * ((1 : Matrix n n ℂ) * 1) =
      -(A * B - B * A) := by
    simp only [smul_mul_assoc, mul_smul_comm, smul_smul, hI, mul_one]
    module
  rw [e] at h
  refine h.congr fun t => ?_
  have ht : (t ^ 2)⁻¹ = t⁻¹ * t⁻¹ := by rw [sq, mul_inv]
  rw [pulse_sub_one, ht]
  simp only [Function.comp_apply, smul_mul_assoc, mul_smul_comm, smul_smul, ← smul_sub]
```

The terms `hA` and `hB` are the two slopes, while `hU` and `hV` are the limits of the backward evolutions, obtained by substituting −t. The term `h` multiplies and subtracts these limits, and `e` simplifies the result using (−i)² = −1. The last lines show that the function in `h` is the quotient in the theorem.

## Comparison with evolution under K

Evolution under K for the time t² has the same leading term, because

(U_K(t²) − 1)/t² → −iK = −(AB − BA).

Subtracting the two limits gives

(P(t) − U_K(t²))/t² → 0.

```lean
/-- The pulse sequence agrees with evolution under the effective Hamiltonian `-i(AB - BA)`
for the time `t²`, up to an error that vanishes faster than `t²`. -/
theorem pulse_approximates_evolution (A B : Matrix n n ℂ) :
    Tendsto (fun t : ℝ => (t ^ 2)⁻¹ • (pulse A B t - evolve (effH A B) (t ^ 2)))
      (𝓝[≠] 0) (𝓝 0) := by
  have hs : Tendsto (fun t : ℝ => t ^ 2) (𝓝[≠] 0) (𝓝[≠] 0) := by
    refine tendsto_nhdsWithin_iff.mpr ⟨?_, ?_⟩
    · exact ((continuous_pow 2).tendsto' (0 : ℝ) 0 (by norm_num)).mono_left
        nhdsWithin_le_nhds
    · filter_upwards [self_mem_nhdsWithin] with t ht
      exact pow_ne_zero 2 ht
  have h := (pulse_limit A B).sub ((evolve_short_time (effH A B)).2.comp hs)
  -- both motions have the same leading term
  have e : -(A * B - B * A) - (-Complex.I) • effH A B = 0 := by
    rw [effH, smul_smul, neg_mul_neg, Complex.I_mul_I, neg_smul, one_smul, sub_self]
  rw [e] at h
  refine h.congr fun t => ?_
  simp only [Function.comp_apply, ← smul_sub, sub_sub_sub_cancel_right]
```

The auxiliary fact `hs` says that t² tends to 0 through nonzero values when t does, which allows the slope of `evolve` to be used at time t².

The error of one sequence is thus smaller than t² in the limit, but the theorem gives no bound at a fixed t. To reach a longer effective time s, one repeats the sequence N times with t² = s/N; the convergence of that repeated product is a further statement, not proved here.

## Hermitian controls

If A† = A and B† = B, then (AB − BA)† = BA − AB, and

K† = i(BA − AB) = −i(AB − BA) = K.

```lean
omit [DecidableEq n] in
/-- For Hermitian controls the effective Hamiltonian `-i(AB - BA)` is Hermitian. -/
theorem effH_isHermitian {A B : Matrix n n ℂ} (hA : A.IsHermitian) (hB : B.IsHermitian) :
    (effH A B).IsHermitian := by
  have hI : star (-Complex.I) = Complex.I := by simp
  unfold Matrix.IsHermitian effH
  rw [conjTranspose_smul, conjTranspose_sub, conjTranspose_mul, conjTranspose_mul,
    hA.eq, hB.eq, hI]
  module
```

So K is a legitimate Hamiltonian. In Lean the adjoint is taken through the scalar, the difference and the products, and `module` compares the two sides.

For Hermitian H and real t,

U_H(t)† = exp(itH) = U_H(−t), and so U_H(t) U_H(t)† = 1.

```lean
/-- A Hermitian Hamiltonian generates unitary evolution. -/
lemma evolve_unitary {H : Matrix n n ℂ} (hH : H.IsHermitian) (t : ℝ) :
    evolve H t ∈ Matrix.unitaryGroup n ℂ := by
  have hs : star (-(Complex.I * (t : ℂ))) = -(Complex.I * ((-t : ℝ) : ℂ)) := by
    simp [mul_comm]
  have hstar : (evolve H t)ᴴ = evolve H (-t) := by
    rw [evolve, ← Matrix.exp_conjTranspose, conjTranspose_smul, hH.eq, hs, evolve]
  rw [Matrix.mem_unitaryGroup_iff, Matrix.star_eq_conjTranspose, hstar, evolve_mul_neg]
```

P(t) is a product of four such matrices, and products of unitary matrices are unitary.

```lean
/-- For Hermitian controls the pulse sequence is unitary at every time `t`. -/
theorem pulse_unitary {A B : Matrix n n ℂ} (hA : A.IsHermitian) (hB : B.IsHermitian)
    (t : ℝ) : pulse A B t ∈ Matrix.unitaryGroup n ℂ :=
  mul_mem (mul_mem (mul_mem (evolve_unitary hA t) (evolve_unitary hB t))
    (evolve_unitary hA (-t))) (evolve_unitary hB (-t))
```

Unitarity holds at every real t, so the sequence conserves probability even where t is too large for K to describe it well.

## When the sequence does nothing

If P(t) = 1 for all t, the quotient (P(t) − 1)/t² is zero at every nonzero t. Its limit −(AB − BA) is then zero as well, so AB = BA. Conversely, if AB = BA, then

UV = exp(−it(A + B)) = VU,

and the exact identity gives P(t) = 1.

```lean
/-- The pulse sequence is the identity at all times exactly when the controls commute. -/
theorem pulse_trivial_iff (A B : Matrix n n ℂ) :
    (∀ t : ℝ, pulse A B t = 1) ↔ A * B = B * A := by
  constructor
  · intro h
    have hl := pulse_limit A B
    simp only [h, sub_self, smul_zero] at hl
    have h0 := tendsto_nhds_unique hl tendsto_const_nhds
    exact sub_eq_zero.mp (neg_eq_zero.mp h0)
  · intro h t
    have hAB : Commute A B := h
    have hc : Commute ((-(Complex.I * (t : ℂ))) • A) ((-(Complex.I * (t : ℂ))) • B) :=
      (hAB.smul_left _).smul_right _
    have hUV : evolve A t * evolve B t = evolve B t * evolve A t := by
      rw [evolve, evolve, ← Matrix.exp_add_of_commute _ _ hc,
        ← Matrix.exp_add_of_commute _ _ hc.symm, add_comm]
    have e : (evolve A t - 1) * (evolve B t - 1) - (evolve B t - 1) * (evolve A t - 1) =
        evolve A t * evolve B t - evolve B t * evolve A t := by noncomm_ring
    apply sub_eq_zero.mp
    rw [pulse_sub_one, e, hUV, sub_self, zero_mul]
```

The first direction uses the uniqueness of limits, and the second uses `pulse_sub_one`. A single time would not suffice to detect commuting controls: for the Pauli matrices X and Y, exp(−iπX) = −1, so P(π) = 1 although XY ≠ YX.

## A z rotation from x and y controls

For a qubit with A = X and B = Y, the products are XY = iZ and YX = −iZ. Hence

K = −i(XY − YX) = −i(2iZ) = 2Z.

```lean
/-- For the Pauli controls `X` and `Y` of a qubit the effective Hamiltonian is `2Z`. -/
theorem effH_pauli :
    effH !![0, 1; 1, 0] !![0, -Complex.I; Complex.I, 0] = (2 : ℂ) • !![1, 0; 0, -1] := by
  ext i j
  fin_cases i <;> fin_cases j <;> simp [effH]
  all_goals
    ring_nf
    simp [Complex.I_sq]

end

end GroupCommutatorPulse
```

The proof compares the four matrix entries. Combined with the comparison above, the result says that short x and y pulses on a single ideal qubit produce exp(−2it²Z) up to an error smaller than t² in the limit. This is a rotation about the z axis by the angle 4t².

```lean
#print axioms GroupCommutatorPulse.pulse_approximates_evolution
#print axioms GroupCommutatorPulse.pulse_unitary
#print axioms GroupCommutatorPulse.pulse_trivial_iff
#print axioms GroupCommutatorPulse.effH_pauli
```

```
'GroupCommutatorPulse.pulse_approximates_evolution' depends on axioms: [propext, Classical.choice, Quot.sound]
'GroupCommutatorPulse.pulse_unitary' depends on axioms: [propext, Classical.choice, Quot.sound]
'GroupCommutatorPulse.pulse_trivial_iff' depends on axioms: [propext, Classical.choice, Quot.sound]
'GroupCommutatorPulse.effH_pauli' depends on axioms: [propext, Classical.choice, Quot.sound]
```
